# The third-order energy in a static field vanishes whenever a field component is zero exactly when it is a constant times the product of the three components

The third-order energy of a hyperpolarizability array β in a field F is −1/6 times the sum of β_ijk F_i F_j F_k, where β is any real 3×3×3 array, with no symmetry assumed. The theorem `planarSilent_iff` says that this energy vanishes at every field with at least one zero component if and only if it equals c·F₀F₁F₂ for some real c, and that any such c is the energy at the field (1,1,1). For the forward direction the attempt uses `mixed_difference`, which combines energies at fields with some components set to zero so as to isolate the F₀F₁F₂ term. The converse holds because a zero component makes the product zero, and the value of c comes from evaluating at (1,1,1).

As first written in Lean, the proof fails:

```lean
import Mathlib

open Finset

namespace PlanarSilentIff

noncomputable section

/-- Third-order energy of a hyperpolarizability array `β` in the field `F`. -/
def cubicEnergy (β : Fin 3 → Fin 3 → Fin 3 → ℝ) (F : Fin 3 → ℝ) : ℝ :=
  -(1 / 6) * ∑ i, ∑ j, ∑ k, β i j k * F i * F j * F k

/-- The third-order energy vanishes at every field with at least one zero component. -/
def PlanarSilent (β : Fin 3 → Fin 3 → Fin 3 → ℝ) : Prop :=
  ∀ F : Fin 3 → ℝ, (∃ i, F i = 0) → cubicEnergy β F = 0

/-- Subtracting the energies of the planar fields and adding back those of the axial fields
isolates the part of the third-order energy proportional to `x * y * z`. -/
theorem mixed_difference (β : Fin 3 → Fin 3 → Fin 3 → ℝ) (x y z : ℝ) :
    cubicEnergy β ![x, y, z] - cubicEnergy β ![x, y, 0] - cubicEnergy β ![x, 0, z]
      - cubicEnergy β ![0, y, z] + cubicEnergy β ![x, 0, 0] + cubicEnergy β ![0, y, 0]
      + cubicEnergy β ![0, 0, z]
    = -(1 / 6) * (β 0 1 2 + β 0 2 1 + β 1 0 2 + β 1 2 0 + β 2 0 1 + β 2 1 0)
      * (x * y * z) := by
  simp only [cubicEnergy, Fin.sum_univ_three, Matrix.cons_val_zero, Matrix.cons_val_one,
    Matrix.cons_val]
  ring

/-- A homogeneous cubic energy vanishes at every field with a zero component if and only if it
is `c` times the product of the field components for some real `c`; any such `c` is the energy
at the field (1,1,1). -/
theorem planarSilent_iff (β : Fin 3 → Fin 3 → Fin 3 → ℝ) :
    (PlanarSilent β ↔ ∃ c : ℝ, ∀ F, cubicEnergy β F = c * (F 0 * F 1 * F 2)) ∧
    ∀ c : ℝ, (∀ F, cubicEnergy β F = c * (F 0 * F 1 * F 2)) →
      c = cubicEnergy β ![1, 1, 1] := by
  refine ⟨⟨fun h => ⟨_, fun F => ?_⟩, ?_⟩, ?_⟩
  · exact -(1 / 6) * (β 0 1 2 + β 0 2 1 + β 1 0 2 + β 1 2 0 + β 2 0 1 + β 2 1 0)
  · -- all planar and axial terms drop out of the mixed difference
    have m := mixed_difference β (F 0) (F 1) (F 2)
    have hF : ![F 0, F 1, F 2] = F := by
      funext i
      fin_cases i <;> rfl
    rw [hF] at m
    linear_combination m + h ![F 0, F 1, 0] ⟨2, rfl⟩ + h ![F 0, 0, F 2] ⟨1, rfl⟩
      + h ![0, F 1, F 2] ⟨0, rfl⟩ - h ![F 0, 0, 0] ⟨1, rfl⟩
      - h ![0, F 1, 0] ⟨0, rfl⟩ - h ![0, 0, F 2] ⟨0, rfl⟩
  · rintro ⟨c, hc⟩ F ⟨i, hi⟩
    have hp : ∏ j, F j = 0 := Finset.prod_eq_zero (Finset.mem_univ i) hi
    rw [Fin.prod_univ_three] at hp
    rw [hc, hp, mul_zero]
  · intro c hc
    rw [hc]
    simp

end

end PlanarSilentIff
```

Lean reports:

```
Main.lean:36:21: error: don't know how to synthesize placeholder for argument `w`
context:
β : Fin 3 → Fin 3 → Fin 3 → ℝ
h : PlanarSilent β
⊢ ℝ
Main.lean:35:38: error: unsolved goals
β : Fin 3 → Fin 3 → Fin 3 → ℝ
⊢ (PlanarSilent β ↔ ∃ c, ∀ (F : Fin 3 → ℝ), cubicEnergy β F = c * (F 0 * F 1 * F 2)) ∧
    ∀ (c : ℝ), (∀ (F : Fin 3 → ℝ), cubicEnergy β F = c * (F 0 * F 1 * F 2)) → c = cubicEnergy β ![1, 1, 1]
```

What went wrong. The first message concerns the `_` in `⟨_, fun F => ?_⟩`, which stands for the witness `w`, the real number c that the existential asks for. In `refine`, a `_` must be determined by Lean during elaboration; unlike `?_`, it does not become a goal to be proved later. Nothing here determines c: the proof that would involve it is itself left open as `?_`. The first bullet, `exact -(1 / 6) * …`, was meant to supply the number, but `refine` fails before any bullet is reached. The second message follows from this: it shows the theorem's whole statement still unproved.

The repair writes the coefficient, −1/6 times the sum of the six β entries with all indices different, directly in place of `_`. With the witness given, `refine` has nothing left to guess, and its three `?_` become the goals for the three remaining bullets. The bullet that supplied the coefficient is removed because it no longer has a goal to prove.

As a diff, the version that Lean accepts:

```diff
@@ -34,6 +34,7 @@
     ∀ c : ℝ, (∀ F, cubicEnergy β F = c * (F 0 * F 1 * F 2)) →
       c = cubicEnergy β ![1, 1, 1] := by
-  refine ⟨⟨fun h => ⟨_, fun F => ?_⟩, ?_⟩, ?_⟩
-  · exact -(1 / 6) * (β 0 1 2 + β 0 2 1 + β 1 0 2 + β 1 2 0 + β 2 0 1 + β 2 1 0)
+  refine ⟨⟨fun h =>
+    ⟨-(1 / 6) * (β 0 1 2 + β 0 2 1 + β 1 0 2 + β 1 2 0 + β 2 0 1 + β 2 1 0),
+      fun F => ?_⟩, ?_⟩, ?_⟩
   · -- all planar and axial terms drop out of the mixed difference
     have m := mixed_difference β (F 0) (F 1) (F 2)
```
